# Tetrahedral symmetry Td forbids a polar vector and leaves one constant in the quadratic photocurrent

## Cubic axes and the operations of Td

All vectors and tensors are real and are given by their components in the cubic axes. The indices 0, 1, 2 stand for $x, y, z$. A vector is a function `Fin 3 → ℝ`, and a rank-3 tensor is a function of three such indices.

```lean
import Mathlib

open Matrix

namespace TetrahedralPhotocurrent

noncomputable section
```

An operation is built from a permutation $p$ of the axes and three numbers $s_0, s_1, s_2$. Its matrix is the permutation matrix times the diagonal matrix of the $s_i$,

$$R_{ai} = \delta_{p(a),\,i}\; s_i .$$

```lean
/-- The permutation matrix of `p` times the diagonal matrix with entries `s`. -/
def tdOp (p : Equiv.Perm (Fin 3)) (s : Fin 3 → ℝ) : Matrix (Fin 3) (Fin 3) ℝ :=
  (Matrix.of fun a i => if p a = i then (1 : ℝ) else 0) * Matrix.diagonal s
```

For Td the $s_i$ are signs and their product is 1. There are six permutations and four allowed sign patterns, which gives the 24 operations of the group. The determinant condition concerns the diagonal factor only: $R$ itself has determinant $-1$ when $p$ is odd, as for the mirror that exchanges $x$ and $y$.

```lean
/-- The point group Td in cubic axes: permutation matrices times diagonal sign matrices
of determinant 1. -/
def Td : Set (Matrix (Fin 3) (Fin 3) ℝ) :=
  {R | ∃ (p : Equiv.Perm (Fin 3)) (s : Fin 3 → ℝ),
    (∀ i, s i = 1 ∨ s i = -1) ∧ (Matrix.diagonal s).det = 1 ∧ R = tdOp p s}
```

The geometry enters through the corners $(\pm1,\pm1,\pm1)$ of a cube whose coordinates multiply to 1. These four points are the vertices of a regular tetrahedron.

```lean
/-- The vertices of a regular tetrahedron: the corners `(±1, ±1, ±1)` of a cube whose
coordinates multiply to 1. -/
def IsVertex (v : Fin 3 → ℝ) : Prop :=
  (∀ i, v i = 1 ∨ v i = -1) ∧ ∏ i, v i = 1
```

## Response tensors and the current

A polar tensor transforms with one factor of $R$ per index,

$$(R\sigma)_{abc} = \sum_{ijk} R_{ai}R_{bj}R_{ck}\,\sigma_{ijk}.$$

```lean
/-- The rank-3 tensor `σ` transformed by `R`, with one factor of `R` for each index. -/
def rotate (R : Matrix (Fin 3) (Fin 3) ℝ) (σ : Fin 3 → Fin 3 → Fin 3 → ℝ) :
    Fin 3 → Fin 3 → Fin 3 → ℝ :=
  fun a b c => ∑ i, ∑ j, ∑ k, R a i * R b j * R c k * σ i j k
```

The crystal's symmetry is imposed as a condition on its response: every operation of Td must return the same tensor. This is Neumann's principle, taken here as a hypothesis and not derived from a Hamiltonian.

```lean
/-- A response tensor is Td-invariant if every operation of Td leaves it unchanged. -/
def TdInvariant (σ : Fin 3 → Fin 3 → Fin 3 → ℝ) : Prop :=
  ∀ R ∈ Td, rotate R σ = σ
```

The candidate for the invariant tensor is $|\varepsilon_{abc}|$, equal to 1 when the three indices are distinct and 0 otherwise.

```lean
/-- The absolute value of the Levi-Civita symbol: 1 if the three indices are distinct,
0 otherwise. -/
def absEps (a b c : Fin 3) : ℝ := if a ≠ b ∧ b ≠ c ∧ a ≠ c then 1 else 0
```

For linearly polarized light, described by a spatially uniform field with real amplitude $E$, the direct current at second order is

$$j_a = \sum_{bc}\sigma_{abc}E_bE_c .$$

Numerical prefactors and the dependence on frequency are absorbed in $\sigma$. Only the tensor's behaviour under spatial operations is used below; the microscopic mechanism of the current and the size of $\sigma$ are left open.

```lean
/-- The second-order photocurrent `j_a = ∑ σ_abc E_b E_c` driven by a real field `E`. -/
def current (σ : Fin 3 → Fin 3 → Fin 3 → ℝ) (E : Fin 3 → ℝ) : Fin 3 → ℝ :=
  fun a => ∑ b, ∑ c, σ a b c * E b * E c
```

## Signed permutations acting on vectors

Each row of $R$ has one nonzero entry, so contracting row $a$ with any $f$ leaves a single term:

$$\sum_i R_{ai}f_i = s_{p(a)}f_{p(a)} .$$

The action of $R$ on vectors and tensors is computed below from this identity.

```lean
/-- Contracting a row of a signed permutation with `f` picks out a single signed component. -/
theorem sum_tdOp (p : Equiv.Perm (Fin 3)) (s : Fin 3 → ℝ) (a : Fin 3) (f : Fin 3 → ℝ) :
    ∑ i, tdOp p s a i * f i = s (p a) * f (p a) := by
  simp [tdOp, Matrix.mul_diagonal, ite_mul]
```

If $v$ is a vertex, then $(Rv)_a = s_{p(a)}v_{p(a)}$ is again $\pm1$. The product of the new coordinates is

$$\prod_a s_{p(a)}v_{p(a)} = \prod_i s_i \prod_i v_i = 1,$$

because relabelling the factors does not change a product. Hence $Rv$ is a vertex. In the proof, `Equiv.prod_comp` does the relabelling and `hd` supplies $\prod_i s_i = 1$. The theorem shows that the matrices in `Td` preserve the tetrahedron; it does not state that they are all of its symmetries.

```lean
/-- Every operation of Td sends vertices of the tetrahedron to vertices. -/
theorem td_maps_vertices {R : Matrix (Fin 3) (Fin 3) ℝ} (hR : R ∈ Td)
    {v : Fin 3 → ℝ} (hv : IsVertex v) : IsVertex (R *ᵥ v) := by
  obtain ⟨p, s, hs, hd, rfl⟩ := hR
  rw [Matrix.det_diagonal] at hd
  have e : tdOp p s *ᵥ v = fun i => s (p i) * v (p i) := by
    funext i
    exact sum_tdOp p s i v
  rw [e]
  refine ⟨fun i => ?_, ?_⟩
  · rcases hs (p i) with h | h <;> rcases hv.1 (p i) with h' | h' <;> simp [h, h']
  · -- relabelling the axes does not change the product of the coordinates
    have h := Equiv.prod_comp p (fun i => s i * v i)
    rw [h, Finset.prod_mul_distrib, hd, hv.2, one_mul]
```

Only a few operations are needed to constrain vectors and tensors. They are the half turns $\mathrm{diag}(1,-1,-1)$ about $x$ and $\mathrm{diag}(-1,-1,1)$ about $z$, and the permutations of the axes with all signs positive. In each case the signs multiply to 1, so the operation belongs to Td.

```lean
/-- Td contains the half turns about the x and z axes and all permutations of the axes. -/
theorem generators_mem :
    tdOp 1 ![1, -1, -1] ∈ Td ∧ tdOp 1 ![-1, -1, 1] ∈ Td ∧
      ∀ p : Equiv.Perm (Fin 3), tdOp p (fun _ => 1) ∈ Td := by
  refine ⟨⟨1, _, ?_, ?_, rfl⟩, ⟨1, _, ?_, ?_, rfl⟩, fun p => ⟨p, _, ?_, ?_, rfl⟩⟩
  · intro i
    fin_cases i <;> simp
  · simp [Matrix.det_diagonal, Fin.prod_univ_three]
  · intro i
    fin_cases i <;> simp
  · simp [Matrix.det_diagonal, Fin.prod_univ_three]
  · intro i
    exact Or.inl rfl
  · rw [Matrix.det_diagonal]
    simp
```

## No invariant polar vector

Let $P$ be fixed by all of Td. The half turn about $z$ gives $-P_x = P_x$, and the half turn about $x$ gives $-P_y = P_y$ and $-P_z = P_z$. All three components vanish. Conversely, every matrix fixes the zero vector.

The equations `e0`, `e1` and `e2` are these three conditions. For a crystal the result excludes a spontaneous polarization, provided that $P$ is a single-valued vector and not a Berry-phase polarization defined only modulo a quantum.

```lean
/-- A vector is fixed by all of Td exactly when it is zero. -/
theorem invariant_vector_iff (P : Fin 3 → ℝ) : (∀ R ∈ Td, R *ᵥ P = P) ↔ P = 0 := by
  constructor
  · intro h
    obtain ⟨hx, hz, -⟩ := generators_mem
    -- each component is reversed by one of the two half turns
    have e0 := (sum_tdOp 1 ![-1, -1, 1] 0 P).symm.trans (congrFun (h _ hz) 0)
    have e1 := (sum_tdOp 1 ![1, -1, -1] 1 P).symm.trans (congrFun (h _ hx) 1)
    have e2 := (sum_tdOp 1 ![1, -1, -1] 2 P).symm.trans (congrFun (h _ hx) 2)
    simp at e0 e1 e2
    ext i
    fin_cases i <;> simp <;> linarith
  · rintro rfl R _
    exact Matrix.mulVec_zero R
```

## One constant in the rank-3 tensor

Applying the single-term identity to each index in turn gives

$$(R\sigma)_{abc} = s_{p(a)}s_{p(b)}s_{p(c)}\;\sigma_{p(a)p(b)p(c)} .$$

The proof first nests the triple sum, so that `sum_tdOp` can be used three times.

```lean
/-- A signed permutation acts on a rank-3 tensor by relabelling its indices and
multiplying by three signs. -/
theorem rotate_tdOp (p : Equiv.Perm (Fin 3)) (s : Fin 3 → ℝ)
    (σ : Fin 3 → Fin 3 → Fin 3 → ℝ) (a b c : Fin 3) :
    rotate (tdOp p s) σ a b c
      = s (p a) * s (p b) * s (p c) * σ (p a) (p b) (p c) := by
  have h : rotate (tdOp p s) σ a b c = ∑ i, tdOp p s a i *
      ∑ j, tdOp p s b j * ∑ k, tdOp p s c k * σ i j k := by
    simp only [rotate, Finset.mul_sum, mul_assoc]
  rw [h]
  simp only [sum_tdOp]
  ring
```

For distinct indices the product $s_as_bs_c$ contains each sign once and equals the determinant of the diagonal factor, which is 1. For a repeated index $|\varepsilon_{abc}|$ is zero. In both cases

$$s_as_bs_c\,|\varepsilon_{abc}| = |\varepsilon_{abc}| .$$

Lean checks the 27 index triples separately.

The determinant condition is essential. Without it the signs $(-1,-1,-1)$ would be allowed, and with $p$ the identity they form the inversion. The component $|\varepsilon_{xyz}| = 1$ would then be sent to $-1$, so $|\varepsilon|$ would no longer be invariant.

```lean
/-- Diagonal factors of determinant 1 leave the tensor `|ε_abc|` unchanged. -/
theorem signs_absEps {s : Fin 3 → ℝ} (hd : (Matrix.diagonal s).det = 1) (a b c : Fin 3) :
    s a * s b * s c * absEps a b c = absEps a b c := by
  rw [Matrix.det_diagonal, Fin.prod_univ_three] at hd
  fin_cases a <;> fin_cases b <;> fin_cases c <;> simp [absEps] <;> linarith
```

Now let $\sigma$ be any invariant tensor, and let $n_x, n_y, n_z$ count how often each axis occurs among the indices of $\sigma_{abc}$. The half turn about $x$ multiplies the component by $(-1)^{n_y+n_z}$, and the half turn about $z$ by $(-1)^{n_x+n_y}$. A nonzero component needs both exponents to be even. Since $n_x+n_y+n_z=3$, both $n_x$ and $n_z$ are then odd, which leaves only $n_x=n_y=n_z=1$. Every component with a repeated index is therefore zero.

The axis permutations give $\sigma_{p(a)p(b)p(c)} = \sigma_{abc}$, so the six remaining components are equal. With $t = \sigma_{xyz}$,

$$\sigma_{abc} = t\,|\varepsilon_{abc}| .$$

Conversely, a permutation keeps distinct indices distinct, so $|\varepsilon_{p(a)p(b)p(c)}| = |\varepsilon_{abc}|$. With the sign identity this gives

$$(R\sigma)_{abc} = t\,s_{p(a)}s_{p(b)}s_{p(c)}\,|\varepsilon_{p(a)p(b)p(c)}| = t\,|\varepsilon_{abc}| = \sigma_{abc}.$$

In the theorem the constant $t$ is the `s` bound by `∃ s : ℝ`. The equalities `h1` to `h5` identify the six components, while `A` and `B` are the conditions from the two half turns. In the converse, `linear_combination t * key` multiplies the sign identity by the constant.

For simulation practice this gives a symmetry check: within the uniform-field quadratic response assumed here, a shift-current tensor computed for an unstrained zinc-blende crystal should have this form in cubic axes, up to numerical error.

```lean
/-- The rank-3 tensors invariant under Td are exactly the multiples of `|ε_abc|`. -/
theorem invariant_tensor_iff (σ : Fin 3 → Fin 3 → Fin 3 → ℝ) :
    TdInvariant σ ↔ ∃ s : ℝ, ∀ a b c, σ a b c = s * absEps a b c := by
  constructor
  · intro h
    obtain ⟨hx, hz, hp⟩ := generators_mem
    -- axis exchanges identify the six components with distinct indices
    have perm : ∀ (p : Equiv.Perm (Fin 3)) (a b c : Fin 3),
        σ (p a) (p b) (p c) = σ a b c := by
      intro p a b c
      have e := congrFun (congrFun (congrFun (h _ (hp p)) a) b) c
      rw [rotate_tdOp] at e
      linarith
    have h1 : σ 1 0 2 = σ 0 1 2 := perm (Equiv.swap 0 1) 0 1 2
    have h2 : σ 0 2 1 = σ 0 1 2 := perm (Equiv.swap 1 2) 0 1 2
    have h3 : σ 2 1 0 = σ 0 1 2 := perm (Equiv.swap 0 2) 0 1 2
    have h4 : σ 1 2 0 = σ 0 2 1 := perm (Equiv.swap 0 1) 0 2 1
    have h5 : σ 2 0 1 = σ 2 1 0 := perm (Equiv.swap 0 1) 2 1 0
    refine ⟨σ 0 1 2, fun a b c => ?_⟩
    -- the half turns remove every component with a repeated index
    have A := congrFun (congrFun (congrFun (h _ hx) a) b) c
    have B := congrFun (congrFun (congrFun (h _ hz) a) b) c
    rw [rotate_tdOp] at A B
    fin_cases a <;> fin_cases b <;> fin_cases c <;> simp [absEps] at A B ⊢ <;> linarith
  · rintro ⟨t, ht⟩ R ⟨p, s, -, hd, rfl⟩
    funext a b c
    have key := signs_absEps hd (p a) (p b) (p c)
    have e : absEps (p a) (p b) (p c) = absEps a b c := by simp [absEps]
    rw [rotate_tdOp, ht (p a) (p b) (p c), ht a b c]
    rw [e] at key ⊢
    linear_combination t * key
```

## The current and its dependence on polarization

In $j_x$ only the index pairs $(y,z)$ and $(z,y)$ contribute:

$$j_x = t\,(E_yE_z + E_zE_y) = 2t\,E_yE_z .$$

The other two components follow in the same way, so

$$j = 2\sigma_{xyz}\,(E_yE_z,\;E_zE_x,\;E_xE_y).$$

The proof takes the constant from the tensor theorem and expands the double sum for each component.

```lean
/-- In a Td-invariant medium the photocurrent is `2 σ_xyz (E_y E_z, E_z E_x, E_x E_y)`. -/
theorem current_eq {σ : Fin 3 → Fin 3 → Fin 3 → ℝ} (h : TdInvariant σ) (E : Fin 3 → ℝ) :
    current σ E = (2 * σ 0 1 2) • ![E 1 * E 2, E 2 * E 0, E 0 * E 1] := by
  obtain ⟨s, hs⟩ := (invariant_tensor_iff σ).1 h
  ext a
  fin_cases a <;> simp [current, Fin.sum_univ_three, hs, absEps] <;> ring
```

The field could also have been modelled by a complex amplitude, with $j_a=\sum_{bc}\sigma_{abc}E_bE_c^*$, which would include elliptical polarization. For the same real tensor the products become $\mathrm{Re}(E_yE_z^*)$ and its cyclic partners. Circularly polarized light travelling along $z$, with amplitude $(A, iA, 0)$ and real $A$, would then give no current, because $E_xE_y^*$ is purely imaginary.

For the real field $(A,A,0)$ only $E_xE_y = A^2$ is nonzero, and

$$j = (0,\,0,\,2\sigma_{xyz}A^2).$$

For $(A,-A,0)$ the product is $-A^2$ and the current is reversed. For $(A,0,0)$ all three products vanish, and so does the current.

The field $(A,A,0)$ has magnitude $E_0=\sqrt2\,|A|$, so in terms of the full field strength the current along $z$ is $\sigma_{xyz}E_0^2$. Each of the three statements is obtained by substituting the field into `current_eq`.

```lean
/-- For a Td-invariant tensor the field `(A, A, 0)` drives the current `(0, 0, 2 σ_xyz A²)`; the
field `(A, -A, 0)` drives the opposite current and `(A, 0, 0)` drives none. -/
theorem current_polarizations {σ : Fin 3 → Fin 3 → Fin 3 → ℝ} (h : TdInvariant σ) (A : ℝ) :
    current σ ![A, A, 0] = ![0, 0, 2 * σ 0 1 2 * A ^ 2] ∧
      current σ ![A, -A, 0] = -current σ ![A, A, 0] ∧
      current σ ![A, 0, 0] = 0 := by
  simp only [current_eq h]
  refine ⟨?_, ?_, ?_⟩ <;> ext i <;> fin_cases i <;> simp [pow_two]

end

end TetrahedralPhotocurrent
```

```lean
#print axioms TetrahedralPhotocurrent.td_maps_vertices
#print axioms TetrahedralPhotocurrent.invariant_vector_iff
#print axioms TetrahedralPhotocurrent.current_polarizations
```

```
'TetrahedralPhotocurrent.td_maps_vertices' depends on axioms: [propext, Classical.choice, Quot.sound]
'TetrahedralPhotocurrent.invariant_vector_iff' depends on axioms: [propext, Classical.choice, Quot.sound]
'TetrahedralPhotocurrent.current_polarizations' depends on axioms: [propext, Classical.choice, Quot.sound]
```
